# For fixed $m\ge 2$, two endpoint values and the initial slope determine the integrand $a+b\lambda+c\lambda^m$ and its integral

Suppose the adiabatic-connection integrand is known at zero coupling and at full coupling, together with its initial slope. These three numbers do not determine the area under the curve. A quadratic and a cubic correction can meet the same data and still give second-order perturbation theory different weights in the energy: $1/3$ in one case, $1/2$ in the other. With a purely linear curve the trouble is different, since for most data no such curve exists. A mixing coefficient read off from the data therefore has no definite value until the shape of the curve is fixed.

## The integrand and its three data

Let $\lambda\in[0,1]$ scale the electron–electron repulsion while the density is held fixed. The exchange-correlation energy is

$$E_{xc}=\int_0^1 W(\lambda)\,d\lambda ,$$

where $W(\lambda)$ is the expectation value of the full, unscaled repulsion in the ground state at coupling $\lambda$, minus the classical Hartree energy. At $\lambda=0$ it is the exact exchange energy.

The model takes

$$W(\lambda)=a+b\lambda+c\lambda^m$$

with real coefficients $a,b,c$ and a natural number $m$ chosen in advance. The data are $W_0=W(0)$, $D=W'(0)$ and $W_1=W(1)$.

The slope is tied to perturbation theory by $D=2E_{\mathrm{MP2}}$, where $E_{\mathrm{MP2}}$ is the MP2 correlation energy expression evaluated with the Kohn–Sham orbitals and orbital energies. The correlation energy at coupling $\lambda$ is $\int_0^\lambda (W(s)-W_0)\,ds$, so its derivative is $W(\lambda)-W_0$. If it starts as $\lambda^2E_{\mathrm{MP2}}$, then $W(\lambda)-W_0$ starts as $2\lambda E_{\mathrm{MP2}}$, which gives the factor 2 in the slope. Physically, the condition identifies the second-order energy along the fixed-density path with its MP2 part and leaves out the single-excitation term. It is assumed here, not derived.

## Solving for the coefficients

Setting $\lambda=0$ and $\lambda=1$ gives, for $m\ge 1$,

$$W(0)=a,\qquad W(1)=a+b+c .$$

The derivative is $W'(\lambda)=b+cm\lambda^{m-1}$. For $m\ge2$ the last term vanishes at $\lambda=0$, so $W'(0)=b$. Hence

$$a=W_0,\qquad b=D,\qquad c=W_1-W_0-D .$$

These values do reproduce the data, so exactly one curve of the family fits.

## The integral and the MP2 weight

Integrating the powers gives

$$\int_0^1W(\lambda)\,d\lambda=a+\frac b2+\frac c{m+1}
=W_0+\frac D2+\frac{W_1-W_0-D}{m+1}.$$

The coefficient of $W_0$ is $1-\frac1{m+1}=\frac m{m+1}$, and that of $D$ is $\frac12-\frac1{m+1}=\frac{m-1}{2(m+1)}$. Therefore

$$\int_0^1W(\lambda)\,d\lambda=\frac m{m+1}W_0+\frac{m-1}{2(m+1)}D+\frac1{m+1}W_1 .$$

With $D=2E_{\mathrm{MP2}}$ the MP2 weight is $\frac{m-1}{m+1}$. For $m=2$ the energy is

$$\tfrac23W_0+\tfrac13E_{\mathrm{MP2}}+\tfrac13W_1 .$$

For double-hybrid functionals, this links the exact-exchange and MP2 fractions through the single parameter $m$, within this model integrand and with $W_1$ supplied by a density functional that contains no exact exchange or MP2 term of its own.

## Linear curves and a wrong exponent

For $m=1$ the curve is $a+(b+c)\lambda$. Its slope is $b+c$, so $W_1=W_0+D$ is forced. Conversely, if this equality holds, the line $W_0+D\lambda$ fits.

Now let the integrand have exponent $k\ge2$ and $c\ne0$, and apply the weights of order $m$ to its data. The result is $a+b/2+c/(m+1)$, while the exact integral is $a+b/2+c/(k+1)$. The two agree exactly when $m=k$.

## The limit of large $m$

As $m\to\infty$, the term $c\lambda^m$ is squeezed towards $\lambda=1$ and its area tends to zero. At fixed data the energy tends to $W_0+D/2=W_0+E_{\mathrm{MP2}}$, which is exchange plus the MP2 energy with weight one. This limit is read off from the formula by hand and is not part of the file below.

## What the Lean statements say

The function `path m a b c` is the model integrand, `connectionEnergy W` is its integral from 0 to 1, and `blend m W0 D W1` is the weighted sum of the data. The proposition `Interpolates m W0 D W1 W` says that `W` belongs to the family of order `m` and has the prescribed values and slope.

The main theorem, `existsUnique_and_energy`, assumes `2 ≤ m`. It states that exactly one function `W` interpolates the data, and that every interpolating function has the blend as its integral.

In `energy_of_mp2_slope` the symbol `EMP2` is an arbitrary real number, and the hypothesis says only that the initial slope is `2 * EMP2`. Reading it as the MP2 energy is the physical assumption made above. No wavefunction, density or perturbation series appears.

Integrands are functions on all of $\mathbb R$, and `HasDerivAt` is the two-sided derivative at zero. Physical couplings lie in $[0,1]$, but for these polynomials the one-sided slope is the same number. The theorems do not say that a real system's integrand has this form, nor which $m$ would suit it.

```lean
import Mathlib

open intervalIntegral

namespace DoubleHybridConnection

noncomputable section

/-- The model adiabatic-connection integrand `a + b l + c l ^ m` as a function of the
coupling strength `l`. -/
def path (m : ℕ) (a b c : ℝ) : ℝ → ℝ := fun l => a + b * l + c * l ^ m

/-- The coupling-constant integral of an integrand `W` from `0` to `1`. -/
def connectionEnergy (W : ℝ → ℝ) : ℝ := ∫ l in (0 : ℝ)..1, W l

/-- `W` is a model integrand of order `m` with value `W0` and slope `D` at zero coupling
and value `W1` at full coupling. -/
def Interpolates (m : ℕ) (W0 D W1 : ℝ) (W : ℝ → ℝ) : Prop :=
  (∃ a b c, W = path m a b c) ∧ W 0 = W0 ∧ HasDerivAt W D 0 ∧ W 1 = W1

/-- The weighted sum of order `m` of the value `W0` and slope `D` at zero coupling and the
value `W1` at full coupling. -/
def blend (m : ℕ) (W0 D W1 : ℝ) : ℝ :=
  m / (m + 1) * W0 + (m - 1) / (2 * (m + 1)) * D + W1 / (m + 1)

/-- The model integrand equals `a` at zero coupling and `a + b + c` at full coupling. -/
theorem path_endpoints {m : ℕ} (hm : m ≠ 0) (a b c : ℝ) :
    path m a b c 0 = a ∧ path m a b c 1 = a + b + c := by
  constructor
  · simp [path, zero_pow hm]
  · simp [path]

/-- The derivative of the model integrand with respect to the coupling strength. -/
theorem path_hasDerivAt (m : ℕ) (a b c l : ℝ) :
    HasDerivAt (path m a b c) (b + c * (m * l ^ (m - 1))) l := by
  have h1 : HasDerivAt (fun x : ℝ => a + b * x) (b * 1) l :=
    ((hasDerivAt_id' l).const_mul b).const_add a
  have h2 : HasDerivAt (fun x : ℝ => c * x ^ m) (c * (m * l ^ (m - 1))) l :=
    (hasDerivAt_pow m l).const_mul c
  unfold path
  exact (h1.fun_add h2).congr_deriv (by rw [mul_one])

/-- For `m ≥ 2` the slope of the model integrand at zero coupling is `b`. -/
theorem path_initial_slope {m : ℕ} (hm : 2 ≤ m) (a b c : ℝ) :
    HasDerivAt (path m a b c) b 0 := by
  have h0 : (0 : ℝ) ^ (m - 1) = 0 := zero_pow (by omega)
  exact (path_hasDerivAt m a b c 0).congr_deriv (by rw [h0]; ring)

/-- The coupling-constant integral of the model integrand in terms of its coefficients. -/
theorem connectionEnergy_path (m : ℕ) (a b c : ℝ) :
    connectionEnergy (path m a b c) = a + b / 2 + c / (m + 1) := by
  have h1 : IntervalIntegrable (fun _ : ℝ => a) MeasureTheory.volume 0 1 :=
    (show Continuous (fun _ : ℝ => a) by fun_prop).intervalIntegrable _ _
  have h2 : IntervalIntegrable (fun l : ℝ => b * l) MeasureTheory.volume 0 1 :=
    (show Continuous (fun l : ℝ => b * l) by fun_prop).intervalIntegrable _ _
  have h12 : IntervalIntegrable (fun l : ℝ => a + b * l) MeasureTheory.volume 0 1 :=
    (show Continuous (fun l : ℝ => a + b * l) by fun_prop).intervalIntegrable _ _
  have h3 : IntervalIntegrable (fun l : ℝ => c * l ^ m) MeasureTheory.volume 0 1 :=
    (show Continuous (fun l : ℝ => c * l ^ m) by fun_prop).intervalIntegrable _ _
  unfold connectionEnergy path
  -- integrate term by term
  rw [integral_add h12 h3, integral_add h1 h2, integral_const_mul, integral_const_mul,
    integral_const, integral_id, integral_pow, smul_eq_mul,
    zero_pow (show m + 1 ≠ 0 by omega)]
  ring

/-- For `m ≥ 2` a function interpolates the three data if and only if it is the model integrand with
coefficients `W0`, `D` and `W1 - W0 - D`. -/
theorem interpolates_iff {m : ℕ} (hm : 2 ≤ m) (W0 D W1 : ℝ) (W : ℝ → ℝ) :
    Interpolates m W0 D W1 W ↔ W = path m W0 D (W1 - W0 - D) := by
  have hm0 : m ≠ 0 := by omega
  constructor
  · rintro ⟨⟨a, b, c, rfl⟩, h0, hD, h1⟩
    -- a function has only one derivative at zero coupling
    have hb : b = D := (path_initial_slope hm a b c).unique hD
    rw [(path_endpoints hm0 a b c).1] at h0
    rw [(path_endpoints hm0 a b c).2] at h1
    have hc : c = W1 - W0 - D := by linarith
    rw [hc, h0, hb]
  · rintro rfl
    refine ⟨⟨_, _, _, rfl⟩, (path_endpoints hm0 _ _ _).1, path_initial_slope hm _ _ _, ?_⟩
    rw [(path_endpoints hm0 _ _ _).2]
    ring

/-- For `m ≥ 2` exactly one model integrand has the given value and slope at zero coupling
and the given value at full coupling, and its coupling-constant integral is the blend of
order `m` of these data. -/
theorem existsUnique_and_energy {m : ℕ} (hm : 2 ≤ m) (W0 D W1 : ℝ) :
    (∃! W : ℝ → ℝ, Interpolates m W0 D W1 W) ∧
      ∀ W : ℝ → ℝ, Interpolates m W0 D W1 W → connectionEnergy W = blend m W0 D W1 := by
  constructor
  · exact ⟨path m W0 D (W1 - W0 - D), (interpolates_iff hm W0 D W1 _).2 rfl,
      fun W hW => (interpolates_iff hm W0 D W1 W).1 hW⟩
  · intro W hW
    rw [(interpolates_iff hm W0 D W1 W).1 hW, connectionEnergy_path]
    have h : (m : ℝ) + 1 ≠ 0 := by positivity
    unfold blend
    field_simp
    ring

/-- For `m ≥ 2` and initial slope `2 * EMP2`, the coupling-constant integral of an interpolating
integrand is the sum of `W0`, `EMP2` and `W1` with weights `m / (m + 1)`, `(m - 1) / (m + 1)` and `1
/ (m + 1)`. -/
theorem energy_of_mp2_slope {m : ℕ} (hm : 2 ≤ m) {W0 EMP2 W1 : ℝ} {W : ℝ → ℝ}
    (hW : Interpolates m W0 (2 * EMP2) W1 W) :
    connectionEnergy W =
      m / (m + 1) * W0 + (m - 1) / (m + 1) * EMP2 + 1 / (m + 1) * W1 := by
  rw [(existsUnique_and_energy hm W0 (2 * EMP2) W1).2 W hW]
  have h : (m : ℝ) + 1 ≠ 0 := by positivity
  unfold blend
  field_simp

/-- For `m = 2` and initial slope `2 * EMP2`, the coupling-constant integral of an interpolating
integrand is the sum of `W0`, `EMP2` and `W1` with weights `2 / 3`, `1 / 3` and `1 / 3`. -/
theorem quadratic_energy_of_mp2_slope {W0 EMP2 W1 : ℝ} {W : ℝ → ℝ}
    (hW : Interpolates 2 W0 (2 * EMP2) W1 W) :
    connectionEnergy W = 2 / 3 * W0 + 1 / 3 * EMP2 + 1 / 3 * W1 := by
  rw [energy_of_mp2_slope le_rfl hW]
  norm_num

/-- For `m = 1` an interpolating integrand exists only when the value at full coupling is the
linear extrapolation from zero coupling, and then it does exist. -/
theorem linear_interpolation_iff (W0 D W1 : ℝ) :
    (∃ W : ℝ → ℝ, Interpolates 1 W0 D W1 W) ↔ W1 = W0 + D := by
  constructor
  · rintro ⟨W, ⟨a, b, c, rfl⟩, h0, hD, h1⟩
    have hb := (path_hasDerivAt 1 a b c 0).unique hD
    norm_num at hb
    rw [(path_endpoints one_ne_zero a b c).1] at h0
    rw [(path_endpoints one_ne_zero a b c).2] at h1
    linarith
  · intro h
    refine ⟨path 1 W0 D 0, ⟨_, _, _, rfl⟩, (path_endpoints one_ne_zero _ _ _).1,
      (path_hasDerivAt 1 W0 D 0 0).congr_deriv (by ring), ?_⟩
    rw [(path_endpoints one_ne_zero _ _ _).2]
    linarith

/-- For a model integrand `a + b l + c l ^ k` with `k ≥ 2` and `c ≠ 0`, the blend of order `m` of
its endpoint values and initial slope equals its coupling-constant integral if and only if `m = k`.
-/
theorem blend_exact_iff {k : ℕ} (hk : 2 ≤ k) (m : ℕ) (a b : ℝ) {c : ℝ} (hc : c ≠ 0) :
    blend m (path k a b c 0) (deriv (path k a b c) 0) (path k a b c 1) =
      connectionEnergy (path k a b c) ↔ m = k := by
  have hk0 : k ≠ 0 := by omega
  have hm1 : (m : ℝ) + 1 ≠ 0 := by positivity
  have hk1 : (k : ℝ) + 1 ≠ 0 := by positivity
  -- the blend integrates the power term as if its exponent were `m`
  have e : blend m a b (a + b + c) = a + b / 2 + c / (m + 1) := by
    unfold blend
    field_simp
    ring
  rw [(path_endpoints hk0 a b c).1, (path_endpoints hk0 a b c).2,
    (path_initial_slope hk a b c).deriv, connectionEnergy_path, e]
  constructor
  · intro h
    have h' : c / ((m : ℝ) + 1) = c / ((k : ℝ) + 1) := by linarith
    rw [div_eq_div_iff hm1 hk1] at h'
    have h2 : (k : ℝ) + 1 = (m : ℝ) + 1 := mul_left_cancel₀ hc h'
    have h3 : (m : ℝ) = (k : ℝ) := by linarith
    exact_mod_cast h3
  · intro h
    rw [h]

end

end DoubleHybridConnection
```

```lean
#print axioms DoubleHybridConnection.quadratic_energy_of_mp2_slope
#print axioms DoubleHybridConnection.linear_interpolation_iff
#print axioms DoubleHybridConnection.blend_exact_iff
```

```
'DoubleHybridConnection.quadratic_energy_of_mp2_slope' depends on axioms: [propext, Classical.choice, Quot.sound]
'DoubleHybridConnection.linear_interpolation_iff' depends on axioms: [propext, Classical.choice, Quot.sound]
'DoubleHybridConnection.blend_exact_iff' depends on axioms: [propext, Classical.choice, Quot.sound]
```

## How the proof follows the calculation

**Endpoints and slope.** `path_endpoints` evaluates the integrand at 0 and 1. `path_hasDerivAt` differentiates the linear part and the power separately and adds the results. `path_initial_slope` sets the coupling to zero, where `2 ≤ m` makes the exponent `m - 1` positive and removes the power term.

**Coefficients.** `interpolates_iff` turns the interpolation conditions into one equation, `W = path m W0 D (W1 - W0 - D)`. In the forward direction, uniqueness of the derivative gives $b=D$, the value at zero gives $a=W_0$, and `linarith` solves the condition at full coupling for $c$. The reverse direction checks that the explicit curve meets all the conditions.

**Integral.** `connectionEnergy_path` first establishes that each term is integrable, by continuity, and then integrates term by term. This is the step that yields $a+b/2+c/(m+1)$.

**Existence, uniqueness and energy.** `existsUnique_and_energy` reads existence and uniqueness from the two directions of `interpolates_iff`. For the energy it substitutes the explicit curve and its integral, after which `field_simp` and `ring` carry out the rearrangement into the weighted sum.

**MP2 weight.** `energy_of_mp2_slope` inserts the doubled MP2 energy as the slope, and the factor 2 cancels the one in the denominator. `quadratic_energy_of_mp2_slope` is the case $m=2$, with the fractions evaluated by `norm_num`.

**The linear case.** In `linear_interpolation_iff` the derivative formula at $m=1$ gives $b+c=D$. Together with the endpoint equations this forces $W_1=W_0+D$. For the converse, the proof supplies `path 1 W0 D 0`.

**The exponent test.** `blend_exact_iff` first shows, in the step named `e`, that the blend treats the power term as if its exponent were `m`. Equality with the exact integral then reduces to $c/(m+1)=c/(k+1)$. Clearing denominators and cancelling the non-zero $c$ leaves $k+1=m+1$ as real numbers. Hence $m=k$ as real numbers, and therefore as natural numbers.
